# Half-filled alternant Hückel systems: larger absolute characteristic coefficients never lower the π energy, measured from α in units of β

## Butadiene against two ethylenes

Take two nonnegative levels \(x_1, x_2\) and form \(e_1 = x_1^2 + x_2^2\) and \(e_2 = x_1^2x_2^2\). Then

\[
(x_1+x_2)^2 = e_1 + 2\sqrt{e_2},
\]

so raising \(e_1\) or \(e_2\) can only raise the sum. With equal hoppings, butadiene has \((e_1,e_2)=(3,1)\) and two separate ethylenes have \((2,1)\). The level sums are \(\sqrt5\) and \(2\), and the π energies at half filling, measured from the site energy \(\alpha\) in units of the hopping \(\beta\), are twice these. For longer lists, the comparison goes through the logarithm of a generating product instead of a square root.

## The Hückel model

In an alternant system, starred atoms couple only to unstarred ones. With energies measured from \(\alpha\) in units of \(\beta\),

\[
H=\begin{pmatrix}0&B\\B^{T}&0\end{pmatrix},\qquad \det(1-zH)=\sum_k a_k z^k .
\]

At half filling the π energy is \(E=\sum_j|\lambda_j|\), where \(\lambda_j\) are the eigenvalues of \(H\). Since \(\beta<0\), a larger \(E\) means stronger binding relative to isolated sites. Within this non-interacting model, the result compares two molecules by their coefficients, without diagonalising either matrix.

## What is stated

Write \(e_k(x^2)\) for the \(k\)-th elementary symmetric polynomial of the \(x_i^2\); it is `esym` in Lean, equal to 1 for \(k=0\) and to 0 when \(k\) exceeds the number of levels.

- `gutman_quasi_order`: if \(x_i,y_j\ge0\) and \(e_k(x^2)\le e_k(y^2)\) for every \(k\), then \(\sum_i x_i\le\sum_j y_j\). The lists may differ in length.
- `piEnergy_le_of_charCoeff_le`: if \(|a_{2k}|\le|a'_{2k}|\) for every \(k\), then \(E\le E'\), where primes denote the second system.

The index types `m` and `n` are the finite sets of starred and unstarred atoms, `huckel B` is \(H\), `charCoeff B k` is \(a_k\), and `piEnergy B` is defined as \(\sum_j|\lambda_j|\). The entries of `B` are arbitrary real numbers, so bonds may have different strengths. All sites share one \(\alpha\), and the basis is orthonormal. If the molecules differ in size, the \(\alpha\) contributions to their total energies differ too and are not compared.

The order is partial: when some coefficients increase and others decrease, the theorem gives no verdict. Nor does it give strict inequality.

## From coefficients to level sums

For \(t>0\), expanding the product gives

\[
\prod_i(1+x_i^2t^2)=\sum_k e_k(x^2)t^{2k}\le\sum_k e_k(y^2)t^{2k}=\prod_j(1+y_j^2t^2).
\]

For \(a\ge0\), define

\[
F_a(t)=2a\arctan(at)-\frac{\log(1+a^2t^2)}{t}.
\]

Its derivative is

\[
F_a'(t)=\frac{2a^2}{1+a^2t^2}-\frac{2a^2}{1+a^2t^2}+\frac{\log(1+a^2t^2)}{t^2}=\frac{\log(1+a^2t^2)}{t^2}.
\]

Near zero, \(0\le\log(1+a^2t^2)/t\le a^2t\), so \(F_a(t)\to0\). For \(t\ge1\), \(1+a^2t^2\le(1+a^2)t^2\), so the logarithmic term is at most \([\log(1+a^2)+2\log t]/t\), which tends to 0. Hence \(F_a(t)\to\pi a\) as \(t\to\infty\).

Let \(G=\sum_jF_{y_j}-\sum_iF_{x_i}\). Then

\[
G'(t)=\frac1{t^2}\log\frac{\prod_j(1+y_j^2t^2)}{\prod_i(1+x_i^2t^2)}\ge0 .
\]

Since \(G\) starts from 0 and increases, its limit \(\pi(\sum_j y_j-\sum_i x_i)\) is nonnegative.

## From the matrix to the levels

Let \(x_i\) be the square roots of the eigenvalues of \(BB^T\), one for each starred atom. A Schur complement gives

\[
\det(1-tH)=\det(1-t^2BB^T)=\prod_i(1-x_i^2t^2).
\]

Thus \(a_{2k}=(-1)^ke_k(x^2)\), and \(|a_{2k}|=e_k(x^2)\).

The same determinant is \(\prod_j(1-\lambda_jt)\). Replacing \(t\) by \(it\) in this polynomial identity and taking squared moduli yields

\[
\prod_j(1+\lambda_j^2t^2)=\prod_i(1+x_i^2t^2)^2 .
\]

The right side is the product for the list \(x\) taken twice. Applying the product comparison in both directions gives \(E=2\sum_i x_i\). The level inequality, multiplied by 2, is then the energy inequality.

## The Lean file

```lean
import Mathlib

open Filter Topology Matrix

namespace GutmanQuasiOrder

noncomputable section

variable {ι κ m n m' n' : Type*}

/-- The Hückel matrix of an alternant system: `B` couples starred to unstarred atoms. -/
def huckel (B : Matrix m n ℝ) : Matrix (m ⊕ n) (m ⊕ n) ℝ := fromBlocks 0 B Bᵀ 0

/-- The Hückel matrix is Hermitian. -/
theorem huckel_isHermitian (B : Matrix m n ℝ) : (huckel B).IsHermitian := by
  refine Matrix.IsHermitian.ext fun i j => ?_
  rcases i with i | i <;> rcases j with j | j <;> simp [huckel]

variable [Fintype ι] [Fintype κ] [Fintype m] [Fintype n] [Fintype m'] [Fintype n']
  [DecidableEq m] [DecidableEq n] [DecidableEq m'] [DecidableEq n']

/-- Total π energy at half filling, from `α` in units of `β`: the sum of absolute levels. -/
def piEnergy (B : Matrix m n ℝ) : ℝ := ∑ j, |(huckel_isHermitian B).eigenvalues j|

/-- The characteristic coefficient `a_k`: the coefficient of `z ^ k` in `det (1 - z H)`. -/
def charCoeff (B : Matrix m n ℝ) (k : ℕ) : ℝ := (huckel B).charpolyRev.coeff k

/-- The `k`-th elementary symmetric polynomial of a finite family of reals. -/
def esym (c : ι → ℝ) (k : ℕ) : ℝ :=
  ∑ s ∈ Finset.powersetCard k Finset.univ, ∏ i ∈ s, c i

/-- A primitive in `t` of the Coulson integrand `log (1 + a² t²) / t²`. -/
def coulson (a t : ℝ) : ℝ :=
  2 * a * Real.arctan (a * t) - Real.log (1 + a ^ 2 * t ^ 2) / t

/-- The product `∏ (1 + c_i z)` generates the elementary symmetric polynomials. -/
theorem prod_one_add_eq_sum (c : ι → ℝ) (z : ℝ) {N : ℕ} (hN : Fintype.card ι ≤ N) :
    ∏ i, (1 + c i * z) = ∑ k ∈ Finset.range (N + 1), esym c k * z ^ k := by
  classical
  have h1 : ∏ i, (1 + c i * z) =
      ∑ s ∈ (Finset.univ : Finset ι).powerset, ∏ i ∈ s, (c i * z) := by
    simp_rw [add_comm (1 : ℝ)]
    rw [Finset.prod_add]
    simp only [Finset.prod_const_one, mul_one]
  have h2 : ∏ i, (1 + c i * z) =
      ∑ k ∈ Finset.range (Fintype.card ι + 1), esym c k * z ^ k := by
    rw [h1, Finset.sum_powerset, Finset.card_univ]
    refine Finset.sum_congr rfl fun k _ => ?_
    rw [esym, Finset.sum_mul]
    refine Finset.sum_congr rfl fun s hs => ?_
    rw [Finset.prod_mul_distrib, Finset.prod_const, (Finset.mem_powersetCard.1 hs).2]
  rw [h2]
  refine Finset.sum_subset (fun k hk => ?_) fun k _ hk => ?_
  · simp only [Finset.mem_range] at *
    omega
  · simp only [Finset.mem_range] at hk
    rw [esym, Finset.powersetCard_eq_empty.2 (by rw [Finset.card_univ]; omega),
      Finset.sum_empty, zero_mul]

/-- For `t > 0` the derivative of `coulson a` is the Coulson integrand. -/
theorem coulson_hasDerivAt (a : ℝ) {t : ℝ} (ht : 0 < t) :
    HasDerivAt (coulson a) (Real.log (1 + a ^ 2 * t ^ 2) / t ^ 2) t := by
  have h0 : 1 + a ^ 2 * t ^ 2 ≠ 0 := by positivity
  have h1 : HasDerivAt (fun s : ℝ => a * s) a t :=
    ((hasDerivAt_id' t).const_mul a).congr_deriv (mul_one a)
  have h2 : HasDerivAt (fun s : ℝ => 1 + a ^ 2 * s ^ 2) (a ^ 2 * (2 * t)) t :=
    (((hasDerivAt_pow 2 t).const_mul (a ^ 2)).const_add 1).congr_deriv (by simp)
  refine ((h1.arctan.const_mul (2 * a)).fun_sub
    ((h2.log h0).fun_div (hasDerivAt_id' t) ht.ne')).congr_deriv ?_
  rw [mul_pow]
  generalize Real.log (1 + a ^ 2 * t ^ 2) = L
  field_simp
  ring

/-- For `a ≥ 0`, `coulson a` tends to `0` at `0⁺` and to `π a` at infinity. -/
theorem coulson_limits {a : ℝ} (ha : 0 ≤ a) :
    Tendsto (coulson a) (𝓝[>] 0) (𝓝 0) ∧
      Tendsto (coulson a) atTop (𝓝 (Real.pi * a)) := by
  have hnn : ∀ t : ℝ, 0 < t → 0 ≤ Real.log (1 + a ^ 2 * t ^ 2) / t := fun t ht =>
    div_nonneg (Real.log_nonneg (le_add_of_nonneg_right (by positivity))) ht.le
  constructor
  · have c1 : Continuous fun t : ℝ => 2 * a * Real.arctan (a * t) :=
      continuous_const.mul (Real.continuous_arctan.comp (continuous_const.mul continuous_id))
    have c2 : Continuous fun t : ℝ => a ^ 2 * t := continuous_const.mul continuous_id
    have h1 := (c1.tendsto 0).mono_left (nhdsWithin_le_nhds (s := Set.Ioi 0))
    have h2 := (c2.tendsto 0).mono_left (nhdsWithin_le_nhds (s := Set.Ioi 0))
    simp only [mul_zero, Real.arctan_zero] at h1 h2
    have h3 : Tendsto (fun t => Real.log (1 + a ^ 2 * t ^ 2) / t) (𝓝[>] 0) (𝓝 0) := by
      refine squeeze_zero' ?_ ?_ h2
      · filter_upwards [self_mem_nhdsWithin] with t ht using hnn t ht
      · filter_upwards [self_mem_nhdsWithin] with t ht
        have ht' : 0 < t := ht
        rw [div_le_iff₀ ht']
        have := Real.log_le_sub_one_of_pos (show 0 < 1 + a ^ 2 * t ^ 2 by positivity)
        linarith
    have h := h1.sub h3
    rw [sub_zero] at h
    exact h
  · have h1 : Tendsto (fun t => 2 * a * Real.arctan (a * t)) atTop (𝓝 (Real.pi * a)) := by
      rcases ha.eq_or_lt with rfl | ha
      · simp
      · rw [show Real.pi * a = 2 * a * (Real.pi / 2) by ring]
        exact ((Real.tendsto_arctan_atTop.mono_right nhdsWithin_le_nhds).comp
          (tendsto_id.const_mul_atTop ha)).const_mul (2 * a)
    have hl : Tendsto (fun t : ℝ => Real.log t / t) atTop (𝓝 0) :=
      Real.isLittleO_log_id_atTop.tendsto_div_nhds_zero
    have hc : Tendsto (fun t : ℝ => Real.log (1 + a ^ 2) / t) atTop (𝓝 0) :=
      tendsto_const_nhds.div_atTop tendsto_id
    have hu : Tendsto (fun t : ℝ => Real.log (1 + a ^ 2) / t + 2 * (Real.log t / t))
        atTop (𝓝 0) := by
      simpa only [mul_zero, add_zero] using hc.add (hl.const_mul 2)
    have h3 : Tendsto (fun t => Real.log (1 + a ^ 2 * t ^ 2) / t) atTop (𝓝 0) := by
      refine squeeze_zero' ?_ ?_ hu
      · filter_upwards [eventually_gt_atTop 0] with t ht using hnn t ht
      · filter_upwards [eventually_ge_atTop 1] with t ht
        have ht0 : 0 < t := by linarith
        have hlog : Real.log (1 + a ^ 2 * t ^ 2) ≤ Real.log (1 + a ^ 2) + 2 * Real.log t := by
          rw [show 2 * Real.log t = Real.log (t ^ 2) by rw [Real.log_pow]; norm_num,
            ← Real.log_mul (by positivity) (by positivity)]
          exact Real.log_le_log (by positivity) (by nlinarith)
        calc _ ≤ (Real.log (1 + a ^ 2) + 2 * Real.log t) / t := by gcongr
          _ = _ := by ring
    have h := h1.sub h3
    rw [sub_zero] at h
    exact h

/-- If `∏ (1 + x_i² t²) ≤ ∏ (1 + y_j² t²)` for all `t > 0`, then `∑ x_i ≤ ∑ y_j`,
for nonnegative `x_i` and `y_j`. -/
theorem sum_le_of_prod_le {x : ι → ℝ} {y : κ → ℝ} (hx : ∀ i, 0 ≤ x i) (hy : ∀ j, 0 ≤ y j)
    (h : ∀ t : ℝ, 0 < t → ∏ i, (1 + x i ^ 2 * t ^ 2) ≤ ∏ j, (1 + y j ^ 2 * t ^ 2)) :
    ∑ i, x i ≤ ∑ j, y j := by
  let G : ℝ → ℝ := fun t => ∑ j, coulson (y j) t - ∑ i, coulson (x i) t
  have hd : ∀ t : ℝ, 0 < t → HasDerivAt G (∑ j, Real.log (1 + y j ^ 2 * t ^ 2) / t ^ 2 -
      ∑ i, Real.log (1 + x i ^ 2 * t ^ 2) / t ^ 2) t := fun t ht =>
    (HasDerivAt.fun_sum fun j _ => coulson_hasDerivAt (y j) ht).fun_sub
      (HasDerivAt.fun_sum fun i _ => coulson_hasDerivAt (x i) ht)
  -- the difference of the primitives increases with t
  have mono : MonotoneOn G (Set.Ioi 0) := by
    refine monotoneOn_of_deriv_nonneg (convex_Ioi 0)
      (fun t ht => (hd t ht).continuousAt.continuousWithinAt) ?_ ?_ <;> rw [interior_Ioi]
    · exact fun t ht => (hd t ht).differentiableAt.differentiableWithinAt
    · intro t ht
      have hlog := Real.log_le_log (Finset.prod_pos fun i _ => by positivity) (h t ht)
      rw [Real.log_prod, Real.log_prod] at hlog
      · rw [(hd t ht).deriv, ← Finset.sum_div, ← Finset.sum_div, ← sub_div]
        exact div_nonneg (sub_nonneg.2 hlog) (sq_nonneg t)
      all_goals
        intro i _
        positivity
  have h0 : Tendsto G (𝓝[>] 0) (𝓝 (∑ _j : κ, (0 : ℝ) - ∑ _i : ι, (0 : ℝ))) :=
    (tendsto_finsetSum _ fun j _ => (coulson_limits (hy j)).1).sub
      (tendsto_finsetSum _ fun i _ => (coulson_limits (hx i)).1)
  simp only [Finset.sum_const_zero, sub_zero] at h0
  have h1 : Tendsto G atTop (𝓝 (∑ j, Real.pi * y j - ∑ i, Real.pi * x i)) :=
    (tendsto_finsetSum _ fun j _ => (coulson_limits (hy j)).2).sub
      (tendsto_finsetSum _ fun i _ => (coulson_limits (hx i)).2)
  have hG : ∀ t : ℝ, 0 < t → 0 ≤ G t := fun t ht => le_of_tendsto h0 (by
    filter_upwards [Ioo_mem_nhdsGT ht] with s hs using mono hs.1 ht hs.2.le)
  have hlim := ge_of_tendsto h1 ((eventually_gt_atTop 0).mono hG)
  rw [← Finset.mul_sum, ← Finset.mul_sum] at hlim
  exact le_of_mul_le_mul_left (by linarith) Real.pi_pos

/-- Gutman quasi-order: for nonnegative levels, if each elementary symmetric polynomial of the
`x_i²` is at most that of the `y_j²`, then `∑ x_i ≤ ∑ y_j`. -/
theorem gutman_quasi_order {x : ι → ℝ} {y : κ → ℝ} (hx : ∀ i, 0 ≤ x i) (hy : ∀ j, 0 ≤ y j)
    (h : ∀ k, esym (fun i => x i ^ 2) k ≤ esym (fun j => y j ^ 2) k) :
    ∑ i, x i ≤ ∑ j, y j := by
  refine sum_le_of_prod_le hx hy fun t _ => ?_
  have ex := prod_one_add_eq_sum (fun i => x i ^ 2) (t ^ 2)
    (Nat.le_add_right (Fintype.card ι) (Fintype.card κ))
  have ey := prod_one_add_eq_sum (fun j => y j ^ 2) (t ^ 2)
    (Nat.le_add_left (Fintype.card κ) (Fintype.card ι))
  exact ex.le.trans ((Finset.sum_le_sum fun k _ =>
    mul_le_mul_of_nonneg_right (h k) (by positivity)).trans ey.ge)

/-- For a Hermitian matrix, `det (1 - t A)` is the product of `1 - λ_i t` over eigenvalues. -/
theorem det_one_sub_smul {A : Matrix m m ℝ} (hA : A.IsHermitian) (t : ℝ) :
    (1 - t • A).det = ∏ i, (1 - hA.eigenvalues i * t) := by
  rcases eq_or_ne t 0 with rfl | ht
  · simp
  have h : 1 - t • A = t • (Matrix.scalar m t⁻¹ - A) := by
    ext i j
    rcases eq_or_ne i j with rfl | hij <;> simp [*, mul_sub]
  rw [h, det_smul, ← Matrix.eval_charpoly, hA.charpoly_eq, Polynomial.eval_prod,
    ← Finset.card_univ, ← Finset.prod_const, ← Finset.prod_mul_distrib]
  refine Finset.prod_congr rfl fun i _ => ?_
  simp [mul_sub, ht, mul_comm]

/-- An alternant system has nonnegative numbers `x_i` with `|a_2k| = e_k(x²)` and
π energy `2 ∑ x_i`. -/
theorem alternant_levels (B : Matrix m n ℝ) : ∃ x : m → ℝ, (∀ i, 0 ≤ x i) ∧
    (∀ k, |charCoeff B (2 * k)| = esym (fun i => x i ^ 2) k) ∧
    piEnergy B = 2 * ∑ i, x i := by
  have hP : (B * Bᵀ).PosSemidef := by
    rw [← Matrix.conjTranspose_eq_transpose_of_trivial]
    exact Matrix.posSemidef_self_mul_conjTranspose B
  let x : m → ℝ := fun i => √(hP.isHermitian.eigenvalues i)
  have hx : ∀ i, 0 ≤ x i := fun i => Real.sqrt_nonneg _
  -- Schur complement: only the squares of the levels enter the determinant
  have hdet : ∀ t : ℝ, (1 - t • huckel B).det = ∏ i, (1 - x i ^ 2 * t ^ 2) := by
    intro t
    have hb : 1 - t • huckel B = fromBlocks 1 (-(t • B)) (-(t • Bᵀ)) 1 := by
      ext (i | i) (j | j) <;> simp [huckel, Matrix.one_apply]
    have hs : (1 - t • huckel B).det = (1 - t ^ 2 • (B * Bᵀ)).det := by
      rw [hb, det_fromBlocks_one₂₂]
      simp [smul_smul, pow_two]
    rw [hs, det_one_sub_smul hP.isHermitian]
    exact Finset.prod_congr rfl fun i _ => by rw [Real.sq_sqrt (hP.eigenvalues_nonneg i)]
  refine ⟨x, hx, fun k => ?_, ?_⟩
  · have hp : (huckel B).charpolyRev = ∑ j ∈ Finset.range (Fintype.card m + k + 1),
        Polynomial.C ((-1) ^ j * esym (fun i => x i ^ 2) j) * Polynomial.X ^ (2 * j) := by
      refine Polynomial.funext fun t => ?_
      have he : (huckel B).charpolyRev.eval t = (1 - t • huckel B).det := by
        rw [Matrix.charpolyRev, ← Polynomial.coe_evalRingHom, RingHom.map_det]
        congr 1
        ext i j
        rcases eq_or_ne i j with rfl | hij <;> simp [*] <;> ring
      rw [he, hdet t, ← Polynomial.coe_evalRingHom, map_sum]
      calc _ = ∏ i, (1 + x i ^ 2 * (-t ^ 2)) := Finset.prod_congr rfl fun i _ => by ring
        _ = _ := prod_one_add_eq_sum (fun i => x i ^ 2) (-t ^ 2) (Nat.le_add_right _ k)
        _ = _ := Finset.sum_congr rfl fun j _ => by
          simp only [Polynomial.coe_evalRingHom, Polynomial.eval_mul, Polynomial.eval_C,
            Polynomial.eval_pow, Polynomial.eval_X]
          rw [neg_pow (t ^ 2) j, pow_mul t 2 j]
          ring
    have hn : 0 ≤ esym (fun i => x i ^ 2) k :=
      Finset.sum_nonneg fun s _ => Finset.prod_nonneg fun i _ => sq_nonneg _
    rw [charCoeff, hp, ← Polynomial.lcoeff_apply, map_sum]
    simp only [Polynomial.lcoeff_apply, Polynomial.coeff_C_mul_X_pow]
    rw [Finset.sum_eq_single k]
    · rw [if_pos rfl, abs_mul, abs_pow, abs_neg, abs_one, one_pow, one_mul, abs_of_nonneg hn]
    · intro j _ hj
      rw [if_neg (by omega)]
    · intro hk
      exact absurd (Finset.mem_range.2 (by omega)) hk
  · let ev := (huckel_isHermitian B).eigenvalues
    have hpq : ∏ j, (1 - Polynomial.C (ev j) * Polynomial.X) =
        ∏ i, (1 - Polynomial.C (x i ^ 2) * Polynomial.X ^ 2) := by
      refine Polynomial.funext fun t => ?_
      simp only [Polynomial.eval_prod, Polynomial.eval_sub, Polynomial.eval_one,
        Polynomial.eval_mul, Polynomial.eval_C, Polynomial.eval_X, Polynomial.eval_pow]
      exact (det_one_sub_smul (huckel_isHermitian B) t).symm.trans (hdet t)
    -- evaluate at imaginary argument and take squared moduli
    have hprod : ∀ t : ℝ, ∏ j, (1 + |ev j| ^ 2 * t ^ 2) =
        ∏ s : m ⊕ m, (1 + Sum.elim x x s ^ 2 * t ^ 2) := by
      intro t
      have e1 : ∀ a : ℝ, Complex.normSq (1 - (a : ℂ) * (t * Complex.I)) =
          1 + a ^ 2 * t ^ 2 := fun a => by
        simp [Complex.normSq_apply]
        ring
      have e2 : ∀ b : ℝ, Complex.normSq (1 - (b : ℂ) ^ 2 * (t * Complex.I) ^ 2) =
          (1 + b ^ 2 * t ^ 2) * (1 + b ^ 2 * t ^ 2) := fun b => by
        have hb : 1 - (b : ℂ) ^ 2 * (t * Complex.I) ^ 2 = ((1 + b ^ 2 * t ^ 2 : ℝ) : ℂ) := by
          rw [mul_pow, Complex.I_sq]
          push_cast
          ring
        rw [hb, Complex.normSq_ofReal]
      have hc := congrArg (Polynomial.aeval ((t : ℂ) * Complex.I)) hpq
      simp only [map_prod, map_sub, map_one, map_mul, map_pow, Polynomial.aeval_C,
        Polynomial.aeval_X, Complex.coe_algebraMap] at hc
      have hn := congrArg Complex.normSq hc
      simp only [map_prod, e1, e2] at hn
      have hr : ∏ s : m ⊕ m, (1 + Sum.elim x x s ^ 2 * t ^ 2) =
          (∏ i, (1 + x i ^ 2 * t ^ 2)) * ∏ i, (1 + x i ^ 2 * t ^ 2) := by
        simp only [Fintype.prod_sum_type, Sum.elim_inl, Sum.elim_inr]
      simp only [sq_abs]
      rw [hr, hn, Finset.prod_mul_distrib]
    have hxx : ∀ s : m ⊕ m, 0 ≤ Sum.elim x x s := by
      rintro (i | i) <;> exact hx i
    have hsum : ∑ j, |ev j| = ∑ s : m ⊕ m, Sum.elim x x s := le_antisymm
      (sum_le_of_prod_le (fun j => abs_nonneg _) hxx fun t _ => (hprod t).le)
      (sum_le_of_prod_le hxx (fun j => abs_nonneg _) fun t _ => (hprod t).ge)
    have hr : ∑ s : m ⊕ m, Sum.elim x x s = ∑ i, x i + ∑ i, x i := by
      simp only [Fintype.sum_sum_type, Sum.elim_inl, Sum.elim_inr]
    exact hsum.trans (hr.trans (two_mul _).symm)

/-- If every even characteristic coefficient of one alternant system is at most that of another
in absolute value, then its total π energy in units of `β` is at most that of the other. -/
theorem piEnergy_le_of_charCoeff_le (B : Matrix m n ℝ) (B' : Matrix m' n' ℝ)
    (h : ∀ k, |charCoeff B (2 * k)| ≤ |charCoeff B' (2 * k)|) :
    piEnergy B ≤ piEnergy B' := by
  obtain ⟨x, hx, hxc, hxe⟩ := alternant_levels B
  obtain ⟨y, hy, hyc, hye⟩ := alternant_levels B'
  have := gutman_quasi_order hx hy fun k => by rw [← hxc, ← hyc]; exact h k
  rw [hxe, hye]
  linarith

end

end GutmanQuasiOrder
```

```lean
#print axioms GutmanQuasiOrder.piEnergy_le_of_charCoeff_le
```

```
'GutmanQuasiOrder.piEnergy_le_of_charCoeff_le' depends on axioms: [propext, Classical.choice, Quot.sound]
```

## How the proof follows the derivation

`prod_one_add_eq_sum` expands the product up to any bound `N` no smaller than the number of levels. This lets `gutman_quasi_order` expand both lists to a common length and compare them term by term.

`coulson` is \(F_a\); `coulson_hasDerivAt` and `coulson_limits` supply its derivative and two limits, the latter by squeezing. In `sum_le_of_prod_le`, `monotoneOn_of_deriv_nonneg` makes \(G\) increasing, and the limits are passed through the inequalities. No improper integral is needed.

`det_one_sub_smul` writes the determinant as a product over eigenvalues. In `alternant_levels`, `det_fromBlocks_one₂₂` performs the Schur complement, and `Polynomial.funext` turns equality at all real \(t\) into equality of polynomials. That permits both reading off coefficients and evaluating at \(it\). The doubled list is `Sum.elim x x`, and `le_antisymm` joins the two comparisons.

Finally, `piEnergy_le_of_charCoeff_le` obtains levels for both systems and applies `gutman_quasi_order`; the `esym` inequality this requires is rewritten in terms of the coefficients, where it is the given hypothesis.
